# Radial solutions of equal angular momentum and different energies in one potential are orthogonal if their Wronskian vanishes at both ends

If two radial functions are taken to be orthogonal merely because their energies differ, the norm of their superposition can come out wrong. For a free particle with zero angular momentum on [0, π], in units with ħ = m = 1, u₁ = r has energy 0 and u₂ = sin r has energy 1/2. Both vanish at the origin, yet

∫₀^π r sin r dr = π,

so the squared norm of u₁ + u₂ contains a cross term 2π. What is missing is a condition at the outer end, and the Wronskian supplies it.

## The radial equation on an interval

Both functions are real and satisfy, with their own energies E₁ and E₂ and a common potential V,

-u''/2 + V u = E u.

Here u is r times the radial wavefunction, so the overlap is ∫ u₁u₂ dr without a factor r². V includes the centrifugal term, so for a given central potential a common V means the same angular momentum.

In Lean 4 with Mathlib:

```lean
import Mathlib

open Set Filter Topology

namespace RadialWronskian

noncomputable section
```

In the code a solution is a pair: `u` and its slope `du`, which is a function and not a differential. The equation is required only in the open interval, so V may be singular at an endpoint, as -1/r is at 0. Both `u` and `du` must be continuous up to the ends, which excludes solutions whose slope diverges there. Since u'' must exist at every interior point, a potential with a finite step inside the interval, such as a square well, is in general not covered either. Neither normalisation nor a boundary condition is part of the definition.

```lean
/-- `u`, with derivative `du`, solves the radial equation `-u''/2 + V u = E u` inside `(a, b)`;
both `u` and `du` are continuous on `[a, b]`. -/
structure IsRadialSolution (V : ℝ → ℝ) (E a b : ℝ) (u du : ℝ → ℝ) : Prop where
  cont_u : ContinuousOn u (Icc a b)
  cont_du : ContinuousOn du (Icc a b)
  deriv_u : ∀ r ∈ Ioo a b, HasDerivAt u (du r) r
  schrodinger : ∀ r ∈ Ioo a b, ∃ ddu : ℝ,
    HasDerivAt du ddu r ∧ -ddu / 2 + V r * u r = E * u r
```

The Wronskian is

W = u₁u₂' - u₁'u₂.

```lean
/-- The Wronskian `W = u₁ u₂' - u₁' u₂`. -/
def wronskian (u₁ du₁ u₂ du₂ : ℝ → ℝ) : ℝ → ℝ :=
  fun r => u₁ r * du₂ r - du₁ r * u₂ r
```

## The derivative of the Wronskian

In W' the two products u₁'u₂' cancel. Inserting u₁'' = 2(V - E₁)u₁ and u₂'' = 2(V - E₂)u₂ then removes the potential:

W' = u₁u₂'' - u₁''u₂
   = 2(V - E₂)u₁u₂ - 2(V - E₁)u₁u₂
   = 2(E₁ - E₂)u₁u₂.

```lean
variable {V u₁ du₁ u₂ du₂ : ℝ → ℝ} {E₁ E₂ a b : ℝ}

/-- For two solutions in the same potential, `W' = 2 (E₁ - E₂) u₁ u₂` inside the interval. -/
theorem hasDerivAt_wronskian (h₁ : IsRadialSolution V E₁ a b u₁ du₁)
    (h₂ : IsRadialSolution V E₂ a b u₂ du₂) {r : ℝ} (hr : r ∈ Ioo a b) :
    HasDerivAt (wronskian u₁ du₁ u₂ du₂) (2 * (E₁ - E₂) * (u₁ r * u₂ r)) r := by
  obtain ⟨c₁, hc₁, e₁⟩ := h₁.schrodinger r hr
  obtain ⟨c₂, hc₂, e₂⟩ := h₂.schrodinger r hr
  -- the products of first derivatives cancel, and so does the potential
  exact (((h₁.deriv_u r hr).fun_mul hc₂).fun_sub
    (hc₁.fun_mul (h₂.deriv_u r hr))).congr_deriv
      (by linear_combination 2 * u₂ r * e₁ - 2 * u₁ r * e₂)
```

The product rule gives the first line. The final `linear_combination` multiplies the first radial equation by 2u₂, the second by 2u₁, and subtracts.

## From the derivative to the overlap

Integration from a to b gives

W(b) - W(a) = 2(E₁ - E₂) ∫ₐᵇ u₁u₂ dr.

```lean
/-- For two solutions in the same potential on `[a, b]`, `a ≤ b`, the change of the Wronskian
across the interval is `2 (E₁ - E₂)` times the overlap integral. -/
theorem wronskian_sub_eq_overlap (hab : a ≤ b) (h₁ : IsRadialSolution V E₁ a b u₁ du₁)
    (h₂ : IsRadialSolution V E₂ a b u₂ du₂) :
    wronskian u₁ du₁ u₂ du₂ b - wronskian u₁ du₁ u₂ du₂ a
      = 2 * (E₁ - E₂) * ∫ r in a..b, u₁ r * u₂ r := by
  have hW : ContinuousOn (wronskian u₁ du₁ u₂ du₂) (Icc a b) :=
    (h₁.cont_u.mul h₂.cont_du).sub (h₁.cont_du.mul h₂.cont_u)
  have hI : IntervalIntegrable (fun r => 2 * (E₁ - E₂) * (u₁ r * u₂ r))
      MeasureTheory.volume a b :=
    ContinuousOn.intervalIntegrable_of_Icc hab
      (continuousOn_const.mul (h₁.cont_u.mul h₂.cont_u))
  rw [← intervalIntegral.integral_const_mul]
  exact (intervalIntegral.integral_eq_sub_of_hasDerivAt_of_le hab hW
    (fun r hr => hasDerivAt_wronskian h₁ h₂ hr) hI).symm
```

The version of the fundamental theorem used here needs W continuous on [a, b], its derivative only inside, and an integrable derivative. The facts `hW` and `hI` provide the first and the last.

If E₁ ≠ E₂, the prefactor is nonzero, so the integral is zero exactly when the left side is:

∫ₐᵇ u₁u₂ dr = 0 ⇔ W(a) = W(b).

```lean
/-- For two solutions in the same potential on `[a, b]`, `a ≤ b`, with different energies, the
overlap integral vanishes exactly when the Wronskian has equal values at the two ends. -/
theorem overlap_eq_zero_iff (hab : a ≤ b) (h₁ : IsRadialSolution V E₁ a b u₁ du₁)
    (h₂ : IsRadialSolution V E₂ a b u₂ du₂) (hE : E₁ ≠ E₂) :
    ∫ r in a..b, u₁ r * u₂ r = 0 ↔
      wronskian u₁ du₁ u₂ du₂ a = wronskian u₁ du₁ u₂ du₂ b := by
  have hG := wronskian_sub_eq_overlap hab h₁ h₂
  have hne : 2 * (E₁ - E₂) ≠ 0 := mul_ne_zero two_ne_zero (sub_ne_zero.mpr hE)
  constructor
  · intro h
    rw [h, mul_zero] at hG
    linarith
  · intro h
    rw [h, sub_self] at hG
    exact (mul_eq_zero.mp hG.symm).resolve_left hne
```

In particular, W(a) = W(b) = 0 gives orthogonality.

```lean
/-- Two solutions in the same potential on `[a, b]`, `a ≤ b`, with different energies are
orthogonal if their Wronskian vanishes at both ends. -/
theorem overlap_eq_zero (hab : a ≤ b) (h₁ : IsRadialSolution V E₁ a b u₁ du₁)
    (h₂ : IsRadialSolution V E₂ a b u₂ du₂) (hE : E₁ ≠ E₂)
    (ha : wronskian u₁ du₁ u₂ du₂ a = 0) (hb : wronskian u₁ du₁ u₂ du₂ b = 0) :
    ∫ r in a..b, u₁ r * u₂ r = 0 :=
  (overlap_eq_zero_iff hab h₁ h₂ hE).mpr (ha.trans hb.symm)
```

In the opening example W = r cos r - sin r, so W(0) = 0 but W(π) = -π: a Wronskian that vanishes at only one end is not enough. Nor is one that vanishes at both ends if the energies are equal: u₁ = u₂ = sin r has W = 0 everywhere and overlap π/2 on [0, π].

## Boundary conditions that make the Wronskian vanish

Suppose both functions obey αu + βu' = 0 at a point, with the same real α and β, not both zero. There

αW = (αu₁)u₂' - u₁'(αu₂) = -βu₁'u₂' + βu₁'u₂' = 0,
βW = u₁(βu₂') - (βu₁')u₂ = -αu₁u₂ + αu₁u₂ = 0.

Whichever of α and β is nonzero can be divided out.

```lean
/-- If two functions obey the same boundary condition `α u + β u' = 0` at a point, with `α` and
`β` not both zero, their Wronskian vanishes there. -/
theorem wronskian_eq_zero_of_boundary {α β r : ℝ} (hαβ : α ≠ 0 ∨ β ≠ 0)
    (h₁ : α * u₁ r + β * du₁ r = 0) (h₂ : α * u₂ r + β * du₂ r = 0) :
    wronskian u₁ du₁ u₂ du₂ r = 0 := by
  unfold wronskian
  rcases hαβ with h | h
  · apply mul_left_cancel₀ h
    linear_combination du₂ r * h₁ - du₁ r * h₂
  · apply mul_left_cancel₀ h
    linear_combination u₁ r * h₂ - u₂ r * h₁
```

The choice β = 0 is a hard wall, α = 0 a vanishing slope, and the general case fixes a common logarithmic derivative. With such a condition at each end, radial orbitals of one angular momentum in a common local potential are orthogonal at different energies; the nonlocal exchange operator of Hartree–Fock theory falls outside this argument.

## The half-line

If W(a) = 0 and E₁ ≠ E₂, the integrated identity on [a, R] reads

∫ₐᴿ u₁u₂ dr = W(R) / (2(E₁ - E₂)),

and the overlap tends to zero if W(R) does.

```lean
/-- On the half-line from `a`, let two solutions in the same potential have different energies.
If their Wronskian vanishes at `a` and tends to zero at infinity, their overlap up to radius `R`
tends to zero as `R → ∞`. -/
theorem overlap_tendsto_zero (h₁ : ∀ R > a, IsRadialSolution V E₁ a R u₁ du₁)
    (h₂ : ∀ R > a, IsRadialSolution V E₂ a R u₂ du₂) (hE : E₁ ≠ E₂)
    (ha : wronskian u₁ du₁ u₂ du₂ a = 0)
    (hinf : Tendsto (wronskian u₁ du₁ u₂ du₂) atTop (𝓝 0)) :
    Tendsto (fun R => ∫ r in a..R, u₁ r * u₂ r) atTop (𝓝 0) := by
  have hne : 2 * (E₁ - E₂) ≠ 0 := mul_ne_zero two_ne_zero (sub_ne_zero.mpr hE)
  have hlim := hinf.div_const (2 * (E₁ - E₂))
  rw [zero_div] at hlim
  refine hlim.congr' ?_
  filter_upwards [eventually_gt_atTop a] with R hR
  have hG := wronskian_sub_eq_overlap (le_of_lt hR) (h₁ R hR) (h₂ R hR)
  rw [ha, sub_zero] at hG
  rw [hG, mul_div_cancel_left₀ _ hne]
```

The hypotheses ask for a solution on every [a, R] with R > a, and `filter_upwards` restricts the identity to those R. The conclusion is a limit of finite-range overlaps. For bound states in general, the step left to the user is to show that W tends to zero at infinity; here that decay is assumed, as the hypothesis `hinf`, and is not derived from normalisability.

## Hydrogen 1s and 2s

In atomic units the Coulomb potential is V = -1/r. The functions below are unnormalised; the normalised ones are 2 `u1s` and `u2s`/√2. For 1s,

u = r e^(-r), u' = (1 - r) e^(-r).

```lean
/-- The unnormalised hydrogen 1s radial function `r e^{-r}`. -/
def u1s : ℝ → ℝ := fun r => r * Real.exp (-r)

/-- The function `(1 - r) e^{-r}`, the slope of the 1s radial function. -/
def du1s : ℝ → ℝ := fun r => (1 - r) * Real.exp (-r)
```

For 2s,

u = (r - r²/2) e^(-r/2), u' = (1 - 3r/2 + r²/4) e^(-r/2).

```lean
/-- The unnormalised hydrogen 2s radial function `(r - r²/2) e^{-r/2}`. -/
def u2s : ℝ → ℝ := fun r => (r - r ^ 2 / 2) * Real.exp (-r / 2)

/-- The function `(1 - 3r/2 + r²/4) e^{-r/2}`, the slope of the 2s radial function. -/
def du2s : ℝ → ℝ := fun r => (1 - 3 * r / 2 + r ^ 2 / 4) * Real.exp (-r / 2)
```

All the derivatives needed are cases of one formula:

[(c₀ + c₁r + c₂r²) e^(-kr)]' = (c₁ + 2c₂r - k(c₀ + c₁r + c₂r²)) e^(-kr).

```lean
/-- The derivative of a quadratic polynomial times the exponential `e^{-kr}`. -/
theorem hasDerivAt_quadratic_exp {u : ℝ → ℝ} (c₀ c₁ c₂ k : ℝ)
    (hu : ∀ x, u x = (c₀ + c₁ * x + c₂ * (x * x)) * Real.exp (-(k * x))) (r : ℝ) :
    HasDerivAt u ((c₁ + 2 * c₂ * r - k * (c₀ + c₁ * r + c₂ * (r * r)))
      * Real.exp (-(k * r))) r := by
  rw [funext hu]
  have he : HasDerivAt (fun x : ℝ => Real.exp (-(k * x)))
      (Real.exp (-(k * r)) * (-(k * 1))) r :=
    ((hasDerivAt_id' r).const_mul k).fun_neg.exp
  have hp : HasDerivAt (fun x : ℝ => c₀ + c₁ * x + c₂ * (x * x)) (c₁ + 2 * c₂ * r) r :=
    ((((hasDerivAt_id' r).const_mul c₁).const_add c₀).fun_add
      (((hasDerivAt_id' r).fun_mul (hasDerivAt_id' r)).const_mul c₂)).congr_deriv (by ring)
  exact (hp.fun_mul he).congr_deriv (by ring)
```

For 1s it gives u'' = (r - 2) e^(-r), hence

-u''/2 - u/r = (1 - r/2 - 1) e^(-r) = -u/2,

so the energy is -1/2.

```lean
/-- The 1s function solves the radial equation with `V = -1/r` and energy `-1/2` on `[0, R]`. -/
theorem hydrogen_1s (R : ℝ) :
    IsRadialSolution (fun r => -1 / r) (-1 / 2) 0 R u1s du1s where
  cont_u := by unfold u1s; fun_prop
  cont_du := by unfold du1s; fun_prop
  deriv_u r _ := (hasDerivAt_quadratic_exp (u := u1s) 0 1 0 1
    (fun x => by simp only [u1s]; ring_nf) r).congr_deriv (by simp only [du1s]; ring_nf)
  schrodinger r hr := by
    have hinv : r⁻¹ * r = 1 := inv_mul_cancel₀ (ne_of_gt hr.1)
    refine ⟨(r - 2) * Real.exp (-r), (hasDerivAt_quadratic_exp (u := du1s) 1 (-1) 0 1
      (fun x => by simp only [du1s]; ring_nf) r).congr_deriv (by ring_nf), ?_⟩
    simp only [u1s]
    linear_combination (-Real.exp (-r)) * hinv
```

For 2s, u'' = (-2 + 5r/4 - r²/8) e^(-r/2), hence

-u''/2 - u/r = (-r/8 + r²/16) e^(-r/2) = -u/8,

so the energy is -1/8.

```lean
/-- The 2s function solves the radial equation with `V = -1/r` and energy `-1/8` on `[0, R]`. -/
theorem hydrogen_2s (R : ℝ) :
    IsRadialSolution (fun r => -1 / r) (-1 / 8) 0 R u2s du2s where
  cont_u := by unfold u2s; fun_prop
  cont_du := by unfold du2s; fun_prop
  deriv_u r _ := (hasDerivAt_quadratic_exp (u := u2s) 0 1 (-1 / 2) (1 / 2)
    (fun x => by simp only [u2s]; ring_nf) r).congr_deriv (by simp only [du2s]; ring_nf)
  schrodinger r hr := by
    have hinv : r⁻¹ * r = 1 := inv_mul_cancel₀ (ne_of_gt hr.1)
    refine ⟨(-2 + 5 * r / 4 - r ^ 2 / 8) * Real.exp (-r / 2),
      (hasDerivAt_quadratic_exp (u := du2s) 1 (-3 / 2) (1 / 4) (1 / 2)
      (fun x => by simp only [du2s]; ring_nf) r).congr_deriv (by ring_nf), ?_⟩
    simp only [u2s]
    linear_combination ((r / 2 - 1) * Real.exp (-r / 2)) * hinv
```

In both proofs `hinv` supplies r⁻¹r = 1, valid because r > 0 inside the interval.

With 1s as u₁ and 2s as u₂, the Wronskian is

W = [r(1 - 3r/2 + r²/4) - (1 - r)(r - r²/2)] e^(-3r/2) = -r³ e^(-3r/2)/4.

It vanishes at 0 and tends to zero at infinity, so the half-line result applies.

```lean
/-- The overlap of the hydrogen 1s and 2s radial functions from `0` to `R` tends to zero as
`R → ∞`. -/
theorem hydrogen_1s_2s_orthogonal :
    Tendsto (fun R => ∫ r in (0 : ℝ)..R, u1s r * u2s r) atTop (𝓝 0) := by
  refine overlap_tendsto_zero (fun R _ => hydrogen_1s R) (fun R _ => hydrogen_2s R)
    (by norm_num) (by simp [wronskian, u1s, u2s]) ?_
  -- the Wronskian is `-r³ e^{-3r/2} / 4`
  have h := ((Real.tendsto_pow_mul_exp_neg_atTop_nhds_zero 3).comp
    (tendsto_id.const_mul_atTop (by norm_num : (0 : ℝ) < 3 / 2))).const_mul (-2 / 27)
  rw [mul_zero] at h
  refine h.congr fun R => ?_
  have he : Real.exp (-(3 / 2 * R)) = Real.exp (-R) * Real.exp (-R / 2) := by
    rw [← Real.exp_add]
    ring_nf
  simp only [Function.comp_apply, id_eq, wronskian, u1s, du1s, u2s, du2s]
  rw [he]
  ring

end

end RadialWronskian
```

The decay comes from x³e^(-x) → 0 with x = 3R/2, multiplied by -2/27. Since 2(E₁ - E₂) = -3/4, the overlap up to a finite R is R³e^(-3R/2)/3, or √2 times that for the functions normalised on the half-line. The 1s and 2s functions cut off at a finite radius R > 0 are therefore not exactly orthogonal; this expression gives the overlap that remains, and it tends to zero as R → ∞.

```lean
#print axioms RadialWronskian.overlap_eq_zero
-- 'RadialWronskian.overlap_eq_zero' depends on axioms: [propext, Classical.choice, Quot.sound]
#print axioms RadialWronskian.wronskian_eq_zero_of_boundary
-- 'RadialWronskian.wronskian_eq_zero_of_boundary' depends on axioms: [propext, Classical.choice, Quot.sound]
#print axioms RadialWronskian.hydrogen_1s_2s_orthogonal
-- 'RadialWronskian.hydrogen_1s_2s_orthogonal' depends on axioms: [propext, Classical.choice, Quot.sound]
```
